# Symmetry-related k-points on a square-lattice grid reduce to the same point of the irreducible wedge

On an `N × N` periodic grid of k-points, `reduce` takes each component's distance from zero along its periodic axis and puts the larger distance first. The theorem `reduce_apply` states that this pair is unchanged when k is moved by any element of the group generated by the two axis mirrors and the diagonal mirror. It concerns the grid alone, with no Hamiltonian or band energies, and it also covers `N = 0`, where `ZMod 0` is the integers and the grid is infinite and not periodic. The attempt argues by induction on how a group element is built: it checks the three mirrors, then the identity, products and inverses.

In Lean, a first try:

```lean
import Mathlib

open Finset

namespace SquareLatticeWedge

/-- The periodic `N × N` grid of k-points, in units of the grid spacing. -/
abbrev KGrid (N : ℕ) := ZMod N × ZMod N

/-- The mirror that reverses the first component of k. -/
def mirrorX (N : ℕ) : Equiv.Perm (KGrid N) :=
  (Equiv.neg (ZMod N)).prodCongr (Equiv.refl (ZMod N))

/-- The mirror that reverses the second component of k. -/
def mirrorY (N : ℕ) : Equiv.Perm (KGrid N) :=
  (Equiv.refl (ZMod N)).prodCongr (Equiv.neg (ZMod N))

/-- The diagonal mirror that exchanges the two components of k. -/
def exchange (N : ℕ) : Equiv.Perm (KGrid N) := Equiv.prodComm (ZMod N) (ZMod N)

/-- The square-lattice point group acting on the grid, generated by the three mirrors. -/
def pointGroup (N : ℕ) : Subgroup (Equiv.Perm (KGrid N)) :=
  Subgroup.closure {mirrorX N, mirrorY N, exchange N}

/-- The distance of a coordinate from zero along the periodic axis. -/
def fold {N : ℕ} (x : ZMod N) : ℕ := x.valMinAbs.natAbs

/-- Reduction of a k-point: fold both coordinates and put the larger one first. -/
def reduce {N : ℕ} (k : KGrid N) : ℕ × ℕ :=
  (max (fold k.1) (fold k.2), min (fold k.1) (fold k.2))

variable {N : ℕ} [NeZero N]

omit [NeZero N] in
/-- Every point-group operation leaves the reduced k-point unchanged. -/
theorem reduce_apply {g : Equiv.Perm (KGrid N)} (hg : g ∈ pointGroup N) :
    ∀ k, reduce (g k) = reduce k := by
  have hneg : ∀ x : ZMod N, fold (-x) = fold x := fun x => ZMod.natAbs_valMinAbs_neg x
  unfold pointGroup at hg
  induction hg using Subgroup.closure_induction with
  | mem g hg =>
    intro k
    simp only [Set.mem_insert_iff, Set.mem_singleton_iff] at hg
    rcases hg with rfl | rfl | rfl
    · change (max (fold (-k.1)) (fold k.2), min (fold (-k.1)) (fold k.2)) = reduce k
      simp only [hneg, reduce]
    · change (max (fold k.1) (fold (-k.2)), min (fold k.1) (fold (-k.2))) = reduce k
      simp only [hneg, reduce]
    · exact Prod.ext (max_comm _ _) (min_comm _ _)
  | one => exact fun _ => rfl
  | mul x y _ _ hx hy => exact fun k => (hx (y k)).trans (hy k)
  | inv x _ hx =>
    intro k
    have h := hx (x⁻¹ k)
    rw [Equiv.Perm.apply_inv_self] at h
    exact h.symm

end SquareLatticeWedge
```

The error:

```
Main.lean:55:8: error(lean.unknownIdentifier): Unknown constant `Equiv.Perm.apply_inv_self`
```

The message says that Lean knows no constant called `Equiv.Perm.apply_inv_self` in the Mathlib this file imports. The name was meant to supply the fact that applying a permutation after its inverse gives back the starting point. Without it the `rw` in the inverse case has no equation to use.

At that point `h` says `reduce (x (x⁻¹ k)) = reduce (x⁻¹ k)`, and `x (x⁻¹ k)` has to become `k`. The repair states the missing equation as `e : x (x⁻¹ k) = k` and proves it with `Equiv.apply_symm_apply x k`. That lemma is about `x.symm`, but the inverse of a permutation is by definition its `symm`, so Lean accepts it as a proof of `e`.

Because `e` is written with `x⁻¹`, just as `h` is, `rw [e] at h` finds its target and leaves `reduce k = reduce (x⁻¹ k)`. The unchanged last line, `exact h.symm`, turns this round to give the goal.

The mended proof, as a diff:

```diff
@@ -53,5 +53,6 @@
     intro k
     have h := hx (x⁻¹ k)
-    rw [Equiv.Perm.apply_inv_self] at h
+    have e : x (x⁻¹ k) = k := Equiv.apply_symm_apply x k
+    rw [e] at h
     exact h.symm
 
```
